# Polynomials of degree at most 2 and any one of higher degree generate ℝ[q,p] under linear combinations and Poisson brackets

## Together with those of degree at most 2, does one nonlinear Hamiltonian give every polynomial?

Take one canonical pair, position q and momentum p, and polynomials in them with the bracket

{f, g} = ∂f/∂q · ∂g/∂p − ∂f/∂p · ∂g/∂q,

so that {q, p} = 1. "Degree" means total degree: qp² has degree 3.

Hamiltonians of degree at most 2 generate the linear and affine canonical maps, the classical side of Gaussian dynamics. A polynomial Hamiltonian is called nonlinear here when its degree is 3 or more, which is when Hamilton's equations are no longer affine in q and p. I believe that adding a single polynomial of degree 3 or more, whichever it is, already yields every polynomial through brackets and linear combinations. Can this be made rigorous, with a proof that a machine has checked?

## From an arbitrary nonlinear term to q³, and from q³ to everything

Yes. Let S be a linear space of polynomials that is closed under the bracket, contains everything of degree at most 2, and contains some f of degree at least 3. The coefficients may come from any field of characteristic zero, such as ℝ.

**Down to degree 3.** Brackets with the coordinates are derivatives:

{q, f} = ∂f/∂p,  {f, p} = ∂f/∂q.

So S is closed under both partial derivatives. If f has degree n + 1, one of its leading monomials contains q or p. Differentiating along that variable multiplies the monomial's coefficient by a positive integer, which is nonzero in characteristic zero, and lowers its degree by one. No other monomial is sent to the same place, so nothing cancels, and the derivative has degree exactly n. Repeating this gives an element g of S of degree exactly 3.

**Isolating the cubic part.** Write g = C + r, where r has degree at most 2 and

C = a q³ + b q²p + c qp² + d p³.

Since r lies in S, so does C. At least one of a, b, c, d is nonzero, because otherwise g would have degree at most 2.

**Reaching q³.** The bracket with q² turns a factor p into a factor q:

{q², C} = 2q ∂C/∂p = 2b q³ + 4c q²p + 6d qp².

The coefficients (a, b, c, d) become (2b, 4c, 6d, 0). If d ≠ 0, three brackets give 48d q³. If d = 0 and c ≠ 0, two give 8c q³. If only a and b remain and b ≠ 0, one gives 2b q³. Otherwise C is already a q³ with a ≠ 0. In each case q³ is in S.

**Reaching every monomial.** Two formulas finish the argument. In them a, b and k are no longer coefficients but exponents, any non-negative integers:

{qᵃ⁺¹pᵇ, p²} = 2(a + 1) qᵃpᵇ⁺¹,

{qᵏ⁺¹, q²p} = (k + 1) qᵏ⁺².

The first, applied to q³, gives 6q²p, so q²p is in S. The second then climbs from q to all higher powers of q. Finally, b brackets with p² turn qᵃ⁺ᵇ into a nonzero multiple of qᵃpᵇ. Every polynomial is a linear combination of such monomials, so S is the whole space.

**A worked instance.** Start from f = qp³ + 7p, of degree 4. Then

{f, p} = p³,

{q², p³} = 6qp²,

{q², 6qp²} = 24q²p,

{q², 24q²p} = 48q³,

and, for a first step beyond cubics, {q³, q²p} = 3q⁴.

**At the threshold.** With no element of degree 3 or more, nothing new appears. If f and g have degree at most 2, their first derivatives have degree at most 1, so {f, g} has degree at most 2. The smallest nonlinear case is degree 3 itself, where the differentiation stage is empty.

## The theorem as Lean reads it

`PhasePoly K` is the ring of polynomials in two variables over a field `K`, with `X 0` for q and `X 1` for p. `poisson` is the bracket above, built from the formal partial derivatives `pderiv`, and `totalDegree` is the degree. A linear space of observables is a `Submodule K (PhasePoly K)`, and `PoissonClosed S` says that the bracket of any two members of `S` is again a member.

The main theorem, `one_nonlinear_generator_suffices`, has three hypotheses on `S`: closure (`hS`), all polynomials of degree at most 2 (`hQ`), and some member of degree at least 3 (`hN`). Its conclusion `S = ⊤` says that `S` contains every polynomial. `CharZero K` supplies the characteristic. The threshold statement is `quadratic_bracket_degree_le`.

Physically, linearity and closure idealise a set of available Hamiltonians whose strengths can take either sign and whose flows can be combined into commutator sequences. The theorem is about that algebra for one degree of freedom; it does not treat the flows themselves, the number of steps needed, or several canonical pairs. For quantum mechanics it is the classical, single-mode polynomial analogue of asking what one non-Gaussian Hamiltonian adds to the Gaussian ones, with Poisson brackets in place of commutators.

```lean
import Mathlib

open MvPolynomial

namespace PoissonGeneration

noncomputable section

variable {K : Type*} [Field K]

/-- Polynomials on a phase space with one canonical pair: `X 0` is the position `q` and
`X 1` is the momentum `p`. -/
abbrev PhasePoly (K : Type*) [Field K] := MvPolynomial (Fin 2) K

/-- The Poisson bracket `{f, g} = ∂f/∂q ∂g/∂p - ∂f/∂p ∂g/∂q`. -/
def poisson (f g : PhasePoly K) : PhasePoly K :=
  pderiv 0 f * pderiv 1 g - pderiv 1 f * pderiv 0 g

/-- A linear space of observables is Poisson closed if it contains the bracket of any two of
its members. -/
def PoissonClosed (S : Submodule K (PhasePoly K)) : Prop :=
  ∀ f ∈ S, ∀ g ∈ S, poisson f g ∈ S

/-- The homogeneous cubic `a q³ + b q²p + c qp² + d p³`. -/
def cubicForm (a b c d : K) : PhasePoly K :=
  a • X 0 ^ 3 + b • (X 0 ^ 2 * X 1) + c • (X 0 * X 1 ^ 2) + d • X 1 ^ 3

/-- A polynomial has degree at most `n` exactly when each monomial occurring in it has
its powers of `q` and `p` adding up to at most `n`. -/
theorem degree_le_iff {f : PhasePoly K} {n : ℕ} :
    f.totalDegree ≤ n ↔ ∀ m, coeff m f ≠ 0 → m 0 + m 1 ≤ n := by
  have e : ∀ m : Fin 2 →₀ ℕ, (m.sum fun _ k => k) = m 0 + m 1 := fun m => by
    rw [Finsupp.sum_fintype _ _ (fun _ => rfl), Fin.sum_univ_two]
  constructor
  · intro h m hm
    have h1 := le_totalDegree (mem_support_iff.2 hm)
    rw [e] at h1
    omega
  · intro h
    unfold totalDegree
    exact Finset.sup_le fun m hm => (e m).le.trans (h m (mem_support_iff.1 hm))

/-- The coefficients of a partial derivative in terms of those of the original polynomial. -/
theorem coeff_partial (i : Fin 2) (f : PhasePoly K) (m : Fin 2 →₀ ℕ) :
    coeff m (pderiv i f) = coeff (m + Finsupp.single i 1) f * ((m i : K) + 1) := by
  refine MvPolynomial.induction_on' f ?_ ?_
  · intro s a
    rw [pderiv_monomial, coeff_monomial, coeff_monomial]
    by_cases h : s = m + Finsupp.single i 1
    · subst h
      simp
    · rw [if_neg h]
      by_cases h0 : s i = 0
      · simp [h0]
      · rw [if_neg, zero_mul]
        intro h'
        apply h
        rw [← h']
        exact (tsub_add_cancel_of_le
          (Finsupp.single_le_iff.2 (Nat.one_le_iff_ne_zero.2 h0))).symm
  · intro g h hg hh
    rw [map_add, coeff_add, coeff_add, hg, hh, add_mul]

/-- A partial derivative of a polynomial of degree at most `n + 1` has degree at most `n`. -/
theorem partial_degree_le {f : PhasePoly K} {n : ℕ} (i : Fin 2)
    (hf : f.totalDegree ≤ n + 1) : (pderiv i f).totalDegree ≤ n := by
  rw [degree_le_iff] at hf ⊢
  intro m hm
  have h := hf (m + Finsupp.single i 1)
    (fun h0 => hm (by rw [coeff_partial, h0, zero_mul]))
  have e : (m + Finsupp.single i 1 : Fin 2 →₀ ℕ) 0 + (m + Finsupp.single i 1 : Fin 2 →₀ ℕ) 1
      = m 0 + m 1 + 1 := by
    fin_cases i <;> simp <;> omega
  omega

/-- In characteristic zero, for a polynomial of degree `n + 1`, the derivative along `q` or along
`p` has degree exactly `n`. -/
theorem exists_partial_degree [CharZero K] {f : PhasePoly K} {n : ℕ}
    (hf : f.totalDegree = n + 1) : ∃ i, (pderiv i f).totalDegree = n := by
  have h : ¬ f.totalDegree ≤ n := by omega
  rw [degree_le_iff] at h
  simp only [not_forall] at h
  obtain ⟨m, hm, hn⟩ := h
  -- a leading monomial contains at least one of the two variables
  have hi : ∃ i, m i ≠ 0 := by
    by_cases h0 : m 0 = 0
    · exact ⟨1, by omega⟩
    · exact ⟨0, h0⟩
  obtain ⟨i, hi⟩ := hi
  refine ⟨i, le_antisymm (partial_degree_le i hf.le) ?_⟩
  obtain ⟨k, rfl⟩ : ∃ k, m = k + Finsupp.single i 1 :=
    ⟨m - Finsupp.single i 1, (tsub_add_cancel_of_le
      (Finsupp.single_le_iff.2 (Nat.one_le_iff_ne_zero.2 hi))).symm⟩
  have hc : coeff k (pderiv i f) ≠ 0 := by
    rw [coeff_partial]
    exact mul_ne_zero hm (Nat.cast_add_one_ne_zero _)
  have h1 := degree_le_iff.1 le_rfl _ hc
  have e : (k + Finsupp.single i 1 : Fin 2 →₀ ℕ) 0 + (k + Finsupp.single i 1 : Fin 2 →₀ ℕ) 1
      = k 0 + k 1 + 1 := by
    fin_cases i <;> simp <;> omega
  omega

/-- Each monomial is a coefficient times a power of `q` times a power of `p`. -/
theorem monomial_eq_smul (m : Fin 2 →₀ ℕ) (a : K) :
    (monomial m a : PhasePoly K) = a • (X 0 ^ m 0 * X 1 ^ m 1) := by
  rw [monomial_eq, Finsupp.prod_fintype _ _ (fun _ => pow_zero _), Fin.prod_univ_two,
    smul_eq_C_mul]

/-- A polynomial of degree at most 3 is a homogeneous cubic plus a polynomial of degree at
most 2. -/
theorem cubic_part {f : PhasePoly K} (hf : f.totalDegree ≤ 3) :
    ∃ (a b c d : K) (r : PhasePoly K), r.totalDegree ≤ 2 ∧ f = cubicForm a b c d + r := by
  have h : ∃ (a b c d : K) (r : PhasePoly K), r.totalDegree ≤ 2 ∧
      (∑ m ∈ f.support, monomial m (coeff m f)) = cubicForm a b c d + r := by
    refine Finset.sum_induction (fun m => monomial m (coeff m f))
      (fun g => ∃ (a b c d : K) (r : PhasePoly K), r.totalDegree ≤ 2 ∧
        g = cubicForm a b c d + r) ?_ ?_ ?_
    · rintro _ _ ⟨a, b, c, d, r, hr, rfl⟩ ⟨a', b', c', d', r', hr', rfl⟩
      refine ⟨a + a', b + b', c + c', d + d', r + r',
        (totalDegree_add _ _).trans (max_le hr hr'), ?_⟩
      simp only [cubicForm, add_smul]
      abel
    · exact ⟨0, 0, 0, 0, 0, by simp, by simp [cubicForm]⟩
    · intro m hm
      have h3 := degree_le_iff.1 hf m (mem_support_iff.1 hm)
      by_cases h2 : m 0 + m 1 ≤ 2
      · refine ⟨0, 0, 0, 0, monomial m (coeff m f), ?_, by simp [cubicForm]⟩
        rw [degree_le_iff]
        intro k hk
        rw [coeff_monomial] at hk
        have hmk : m = k := by
          by_contra hne
          exact hk (if_neg hne)
        rwa [← hmk]
      · have hcases : (m 0 = 3 ∧ m 1 = 0) ∨ (m 0 = 2 ∧ m 1 = 1) ∨
            (m 0 = 1 ∧ m 1 = 2) ∨ (m 0 = 0 ∧ m 1 = 3) := by omega
        simp only [monomial_eq_smul]
        rcases hcases with ⟨h0, h1⟩ | ⟨h0, h1⟩ | ⟨h0, h1⟩ | ⟨h0, h1⟩ <;> rw [h0, h1]
        · exact ⟨coeff m f, 0, 0, 0, 0, by simp, by simp [cubicForm]⟩
        · exact ⟨0, coeff m f, 0, 0, 0, by simp, by simp [cubicForm]⟩
        · exact ⟨0, 0, coeff m f, 0, 0, by simp, by simp [cubicForm]⟩
        · exact ⟨0, 0, 0, coeff m f, 0, by simp, by simp [cubicForm]⟩
  rwa [f.support_sum_monomial_coeff] at h

/-- In characteristic zero, if a Poisson closed space contains `q²` and a cubic form with a nonzero
coefficient, it contains `q³`. -/
theorem cube_mem [CharZero K] {S : Submodule K (PhasePoly K)} (hS : PoissonClosed S)
    (hq : X 0 ^ 2 ∈ S) {a b c d : K} (h : cubicForm a b c d ∈ S)
    (hne : a ≠ 0 ∨ b ≠ 0 ∨ c ≠ 0 ∨ d ≠ 0) : X 0 ^ 3 ∈ S := by
  have d10 : pderiv (1 : Fin 2) (X 0 : PhasePoly K) = 0 := pderiv_X_of_ne (by decide)
  have d01 : pderiv (0 : Fin 2) (X 1 : PhasePoly K) = 0 := pderiv_X_of_ne (by decide)
  -- the bracket with q² replaces one factor p by a factor q
  have up : ∀ a b c d : K, cubicForm a b c d ∈ S →
      cubicForm (2 * b) (4 * c) (6 * d) 0 ∈ S := by
    intro a b c d h
    have e : poisson (X 0 ^ 2) (cubicForm a b c d)
        = cubicForm (2 * b) (4 * c) (6 * d) 0 := by
      simp only [poisson, cubicForm, smul_eq_C_mul, map_add, Derivation.leibniz,
        Derivation.leibniz_pow, pderiv_C, pderiv_X_self, d01, d10, smul_eq_mul,
        nsmul_eq_mul, map_mul, map_ofNat, map_zero]
      push_cast
      ring
    rw [← e]
    exact hS _ hq _ h
  have h1 : ∀ a : K, a ≠ 0 → cubicForm a 0 0 0 ∈ S → X 0 ^ 3 ∈ S := by
    intro a ha h
    simp only [cubicForm, zero_smul, add_zero] at h
    exact (S.smul_mem_iff ha).1 h
  have h2 : ∀ a b : K, b ≠ 0 → cubicForm a b 0 0 ∈ S → X 0 ^ 3 ∈ S := fun a b hb h =>
    h1 (2 * b) (mul_ne_zero (by norm_num) hb) (by simpa only [mul_zero] using up _ _ _ _ h)
  have h3 : ∀ a b c : K, c ≠ 0 → cubicForm a b c 0 ∈ S → X 0 ^ 3 ∈ S := fun a b c hc h =>
    h2 (2 * b) (4 * c) (mul_ne_zero (by norm_num) hc)
      (by simpa only [mul_zero] using up _ _ _ _ h)
  by_cases hd : d = 0
  · subst hd
    by_cases hc : c = 0
    · subst hc
      by_cases hb : b = 0
      · subst hb
        exact h1 a (by simpa using hne) h
      · exact h2 a b hb h
    · exact h3 a b c hc h
  · exact h3 _ _ (6 * d) (mul_ne_zero (by norm_num) hd) (up _ _ _ _ h)

/-- In characteristic zero, a Poisson closed space containing `q³` and all polynomials of degree at
most 2 contains every polynomial. -/
theorem eq_top_of_cube [CharZero K] {S : Submodule K (PhasePoly K)} (hS : PoissonClosed S)
    (hQ : ∀ f : PhasePoly K, f.totalDegree ≤ 2 → f ∈ S) (h3 : X 0 ^ 3 ∈ S) : S = ⊤ := by
  have d10 : pderiv (1 : Fin 2) (X 0 : PhasePoly K) = 0 := pderiv_X_of_ne (by decide)
  have d01 : pderiv (0 : Fin 2) (X 1 : PhasePoly K) = 0 := pderiv_X_of_ne (by decide)
  -- the bracket with p² trades a factor q for a factor p
  have lower : ∀ a b : ℕ, X 0 ^ (a + 1) * X 1 ^ b ∈ S → X 0 ^ a * X 1 ^ (b + 1) ∈ S := by
    intro a b h
    have e : poisson (X 0 ^ (a + 1) * X 1 ^ b) (X 1 ^ 2)
        = ((2 * (a + 1) : ℕ) : K) • (X 0 ^ a * X 1 ^ (b + 1) : PhasePoly K) := by
      simp only [poisson, smul_eq_C_mul, Derivation.leibniz, Derivation.leibniz_pow,
        pderiv_X_self, d01, d10, smul_eq_mul, nsmul_eq_mul, map_natCast,
        add_tsub_cancel_right, mul_zero, add_zero, zero_add, sub_zero]
      push_cast
      ring
    have hb := hS _ h _ (hQ (X 1 ^ 2) (totalDegree_X_pow _ _).le)
    rw [e] at hb
    exact (S.smul_mem_iff (Nat.cast_ne_zero.2 (by omega))).1 hb
  have hqqp : X 0 ^ 2 * X 1 ∈ S := by
    simpa using lower 2 0 (by simpa using h3)
  -- the bracket with q²p raises the power of q
  have hpow : ∀ n : ℕ, X 0 ^ n ∈ S := by
    intro n
    induction n with
    | zero => exact hQ _ (by simp)
    | succ n ih =>
      cases n with
      | zero => exact hQ _ (by rw [totalDegree_X_pow]; omega)
      | succ k =>
        have e : poisson (X 0 ^ (k + 1)) (X 0 ^ 2 * X 1)
            = ((k + 1 : ℕ) : K) • (X 0 ^ (k + 1 + 1) : PhasePoly K) := by
          simp only [poisson, smul_eq_C_mul, Derivation.leibniz, Derivation.leibniz_pow,
            pderiv_X_self, d01, d10, smul_eq_mul, nsmul_eq_mul, map_natCast,
            add_tsub_cancel_right, mul_zero, add_zero, zero_mul, sub_zero]
          push_cast
          ring
        have hb := hS _ ih _ hqqp
        rw [e] at hb
        exact (S.smul_mem_iff (Nat.cast_ne_zero.2 (by omega))).1 hb
  have hmon : ∀ b a : ℕ, X 0 ^ a * X 1 ^ b ∈ S := by
    intro b
    induction b with
    | zero => intro a; simpa using hpow a
    | succ b ih => exact fun a => lower a b (ih (a + 1))
  rw [eq_top_iff]
  intro g _
  rw [← g.support_sum_monomial_coeff]
  refine S.sum_mem fun m _ => ?_
  rw [monomial_eq_smul]
  exact S.smul_mem _ (hmon _ _)

/-- In characteristic zero, a Poisson closed space that contains all polynomials of degree at most 2
and at least one polynomial of degree 3 or more is the space of all polynomials in `q` and `p`. -/
theorem one_nonlinear_generator_suffices [CharZero K] {S : Submodule K (PhasePoly K)}
    (hS : PoissonClosed S) (hQ : ∀ f : PhasePoly K, f.totalDegree ≤ 2 → f ∈ S)
    (hN : ∃ f ∈ S, 3 ≤ f.totalDegree) : S = ⊤ := by
  have d10 : pderiv (1 : Fin 2) (X 0 : PhasePoly K) = 0 := pderiv_X_of_ne (by decide)
  have d01 : pderiv (0 : Fin 2) (X 1 : PhasePoly K) = 0 := pderiv_X_of_ne (by decide)
  have hX : ∀ i : Fin 2, (X i : PhasePoly K) ∈ S := fun i =>
    hQ _ (by rw [totalDegree_X]; omega)
  -- brackets with q and p are partial derivatives
  have hder : ∀ (i : Fin 2), ∀ f ∈ S, pderiv i f ∈ S := by
    intro i f hf
    have hq := hS _ (hX 0) _ hf
    have hp := hS _ hf _ (hX 1)
    simp only [poisson, pderiv_X_self, d10, one_mul, zero_mul, sub_zero] at hq
    simp only [poisson, pderiv_X_self, d01, mul_one, mul_zero, sub_zero] at hp
    fin_cases i
    · exact hp
    · exact hq
  -- differentiate down to degree exactly three
  have hdown : ∀ n : ℕ, ∀ f ∈ S, f.totalDegree = n + 3 → ∃ g ∈ S, g.totalDegree = 3 := by
    intro n
    induction n with
    | zero => exact fun f hf h => ⟨f, hf, by omega⟩
    | succ n ih =>
      intro f hf h
      obtain ⟨i, hi⟩ := exists_partial_degree (f := f) (n := n + 3) (by omega)
      exact ih _ (hder i f hf) hi
  obtain ⟨f, hf, hd⟩ := hN
  obtain ⟨g, hg, hg3⟩ := hdown (f.totalDegree - 3) f hf (by omega)
  obtain ⟨a, b, c, d, r, hr, rfl⟩ := cubic_part hg3.le
  have hform : cubicForm a b c d ∈ S := (S.add_mem_iff_left (hQ r hr)).1 hg
  refine eq_top_of_cube hS hQ
    (cube_mem hS (hQ _ (totalDegree_X_pow _ _).le) hform ?_)
  -- a vanishing cubic part would contradict degree three
  by_contra hne
  simp only [not_or, ne_eq, not_not] at hne
  obtain ⟨rfl, rfl, rfl, rfl⟩ := hne
  simp only [cubicForm, zero_smul, add_zero, zero_add] at hg3
  omega

/-- The Poisson bracket of two polynomials of degree at most 2 again has degree at most 2. -/
theorem quadratic_bracket_degree_le {f g : PhasePoly K} (hf : f.totalDegree ≤ 2)
    (hg : g.totalDegree ≤ 2) : (poisson f g).totalDegree ≤ 2 := by
  have hf' := fun i => partial_degree_le (n := 1) i hf
  have hg' := fun i => partial_degree_le (n := 1) i hg
  exact (totalDegree_sub _ _).trans (max_le
    ((totalDegree_mul _ _).trans (add_le_add (hf' 0) (hg' 1)))
    ((totalDegree_mul _ _).trans (add_le_add (hf' 1) (hg' 0))))

end

end PoissonGeneration
```

```lean
#print axioms PoissonGeneration.one_nonlinear_generator_suffices
#print axioms PoissonGeneration.quadratic_bracket_degree_le
```

```
'PoissonGeneration.one_nonlinear_generator_suffices' depends on axioms: [propext, Classical.choice, Quot.sound]
'PoissonGeneration.quadratic_bracket_degree_le' depends on axioms: [propext, Classical.choice, Quot.sound]
```

## How the Lean proof follows the calculation

The degree bookkeeping rests on two lemmas. `degree_le_iff` turns a bound on the degree into a bound on m 0 + m 1 for each exponent pair m that occurs. `coeff_partial` says that the coefficient of ∂f at m is the coefficient of f with the differentiated exponent one higher, times that higher exponent. It is proved for single monomials and extended by additivity. From these, `partial_degree_le` gives the upper bound on the degree of a derivative, and `exists_partial_degree` follows a leading monomial to show that the bound is attained for at least one variable.

`cubic_part` produces the splitting g = C + r by induction over the sum of monomials. A monomial of degree at most 2 goes into r, and one of degree 3 must be one of the four in `cubicForm`.

In `cube_mem`, the step `up` is the coefficient map (a, b, c, d) → (2b, 4c, 6d, 0). The derivative rules expand the bracket and `ring` confirms the identity. The auxiliary statements `h1`, `h2` and `h3` treat forms ending in a, b and c, each reducing to the one before, and the case split on d, c and b selects the entry point.

`eq_top_of_cube` contains the two monomial formulas: `lower` is the bracket with p², and `hpow` is the induction that uses q²p. Each time, `smul_mem_iff` removes the nonzero numerical factor. `hmon` then collects all monomials by induction on the power of p, and a general polynomial is written as the sum of its terms.

The main theorem joins these parts. `hder` identifies brackets with q and p as derivatives, `hdown` differentiates until the degree is 3, and `cubic_part` isolates the form to which `cube_mem` applies. The last lines rule out a vanishing cubic part, since g would then equal r, of degree at most 2.
